# On a fixed time grid, the trapezoidal Matsubara transform is periodic in frequency and loses the fermionic high-frequency tail

A fermionic Green's function is stored at equally spaced imaginary times between 0 and β, and its values at Matsubara frequencies are wanted. The simplest route is to replace the Fourier integral by the trapezoidal rule. What does this return for a level whose exact transform is known, and what happens at frequencies that the grid can't resolve?

```lean
import Mathlib

open Filter Topology
open Complex (I)

namespace MatsubaraTrapezoid

noncomputable section
```

Set ħ = 1. A frequency w is fermionic if wβ is an odd multiple of π, that is, wβ = (2n + 1)π with n an integer. The integer n may be negative, so both signs of w are included. Physically β > 0 is the inverse temperature; the definition itself only rules out β = 0.

```lean
/-- The frequency `w` is fermionic at inverse temperature `β`: `w β` is an odd multiple of `π`. -/
def IsFermionic (β w : ℝ) : Prop := ∃ n : ℤ, w * β = (2 * n + 1) * Real.pi
```

The test case is one non-interacting level with energy e, measured from the chemical potential:

G(τ) = −exp(−eτ)/(1 + E), E = exp(−βe).

This is the branch 0 ≤ τ ≤ β. The endpoint values are the limits from inside the interval, G(0⁺) at τ = 0 and G(β⁻) at τ = β.

```lean
/-- The imaginary-time Green's function of a single level `e`, on the branch `0 ≤ τ ≤ β`. -/
def greenG (β e τ : ℝ) : ℝ := -Real.exp (-(e * τ)) / (1 + Real.exp (-(β * e)))
```

For a real function F of τ, the integrand of the transform is exp(iwτ)F(τ), a complex number. Complex-valued F, such as a general off-diagonal element, is not treated.

```lean
/-- The integrand `exp(i w τ) F(τ)` of the Matsubara transform. -/
def fourierIntegrand (F : ℝ → ℝ) (w τ : ℝ) : ℂ := Complex.exp (I * w * τ) * (F τ : ℂ)
```

Write f(τ) for this integrand. With N intervals of length d, the trapezoidal rule averages f over the two ends of each interval and adds the results:

T(w) = d Σ_{j=0}^{N−1} [f(jd) + f((j+1)d)]/2.

In Lean this is `trapezoidFourier F d N w`. The condition Nd = β is not part of the definition and appears as a hypothesis where it is needed.

```lean
/-- The trapezoidal rule with `N` intervals of length `d` for the Matsubara transform of `F`. -/
def trapezoidFourier (F : ℝ → ℝ) (d : ℝ) (N : ℕ) (w : ℝ) : ℂ :=
  d * ∑ j ∈ Finset.range N,
    (fourierIntegrand F w ((j : ℝ) * d) + fourierIntegrand F w (((j + 1 : ℕ) : ℝ) * d)) / 2
```

Over one step the integrand of the level changes by the factor q = exp((iw − e)d).

```lean
/-- The factor `q = exp((i w - e) d)` by which the integrand changes over one time step. -/
def stepFactor (e w d : ℝ) : ℂ := Complex.exp ((I * w - e) * d)
```

## (a) No fermionic frequency is zero

Show that a fermionic w satisfies

wβ ≠ 0.

**Solution.** We have wβ = (2n + 1)π. An odd integer is not zero, and neither is π. In the code `omega` settles the parity.

```lean
/-- For a fermionic frequency the product `w β` is not zero. -/
theorem fermionic_mul_ne_zero {β w : ℝ} (hw : IsFermionic β w) : w * β ≠ 0 := by
  obtain ⟨n, hn⟩ := hw
  rw [hn]
  refine mul_ne_zero ?_ Real.pi_ne_zero
  have h : (2 * n + 1 : ℤ) ≠ 0 := by omega
  exact_mod_cast h
```

## (b) The energy denominator

Show that for every real e and fermionic w

iw − e ≠ 0.

**Solution.** The imaginary part of iw − e is w. If the expression vanished, w would be 0, which contradicts (a). The code takes imaginary parts with `congrArg Complex.im`.

```lean
/-- The energy denominator `i w - e` does not vanish at a fermionic frequency. -/
theorem denominator_ne_zero {β w : ℝ} (e : ℝ) (hw : IsFermionic β w) :
    I * (w : ℂ) - e ≠ 0 := by
  intro h
  have h1 := congrArg Complex.im h
  have h2 : w = 0 := by simpa using h1
  exact fermionic_mul_ne_zero hw (by rw [h2, zero_mul])
```

## (c) The phase across the whole interval

Show that at a fermionic frequency

exp((iw − e)β) = −E.

**Solution.** Split the exponent:

(iw − e)β = iπ + 2πin − βe.

The three exponentials are −1, 1 and E. The code proves the splitting as `h` and then evaluates the factors one by one.

```lean
/-- At a fermionic frequency, `exp((i w - e) β) = -exp(-β e)`. -/
theorem exp_beta {β w : ℝ} (e : ℝ) (hw : IsFermionic β w) :
    Complex.exp ((I * w - e) * β) = -((Real.exp (-(β * e)) : ℝ) : ℂ) := by
  obtain ⟨n, hn⟩ := hw
  have hn' : (w : ℂ) * β = (2 * n + 1) * Real.pi := by exact_mod_cast hn
  have h : (I * w - e) * (β : ℂ)
      = Real.pi * I + n * (2 * Real.pi * I) + ((-(β * e) : ℝ) : ℂ) := by
    push_cast
    linear_combination I * hn'
  rw [h, Complex.exp_add, Complex.exp_add, Complex.exp_pi_mul_I,
    Complex.exp_int_mul_two_pi_mul_I, Complex.ofReal_exp]
  ring
```

## (d) The integrand as one exponential

Show that for all real w and τ

exp(iwτ)G(τ) = −exp((iw − e)τ)/(1 + E).

**Solution.** Combine exp(iwτ) with exp(−eτ); the prefactor −1/(1 + E) doesn't depend on τ. No condition on w is used.

```lean
/-- The integrand for a single level is one complex exponential in imaginary time. -/
theorem integrand_eq (β e w τ : ℝ) :
    fourierIntegrand (greenG β e) w τ
      = -(1 + ((Real.exp (-(β * e)) : ℝ) : ℂ))⁻¹ * Complex.exp ((I * w - e) * τ) := by
  have h : (I * w - e) * (τ : ℂ) = I * w * τ + ((-(e * τ) : ℝ) : ℂ) := by
    push_cast
    ring
  rw [h, Complex.exp_add]
  unfold fourierIntegrand greenG
  push_cast
  ring
```

## (e) The trapezoidal sum in closed form

Let w be fermionic and Nd = β. Show that q ≠ 1 and that the trapezoidal transform of G is

T(w) = (d/2)(q + 1)/(q − 1).

**Solution.** By (d), the sample at τ = jd is −q^j/(1 + E). By (c),

q^N = exp((iw − e)β) = −E.

If q were 1, this would read 1 = −E, which is impossible because E > 0. The geometric series is therefore

Σ_{j=0}^{N−1} q^j = (q^N − 1)/(q − 1) = −(1 + E)/(q − 1).

Averaging neighbouring samples gives a factor (q + 1)/2, so

T(w) = d · [−1/(1 + E)] · (q + 1)/2 · [−(1 + E)/(q − 1)] = (d/2)(q + 1)/(q − 1).

The hypotheses force N ≥ 1, since N = 0 would give β = 0. In the code, `hpow` identifies the samples as powers of q, `hqN` is the value of q^N, `hS` sums the series, and the last line cancels 1 + E.

```lean
/-- At a fermionic frequency, with `N` steps `d` filling `[0, β]`, the step factor `q` differs
from `1` and the trapezoidal transform of the Green's function is `(d/2) (q+1)/(q-1)`. -/
theorem trapezoid_green {β w d : ℝ} {N : ℕ} (e : ℝ) (hw : IsFermionic β w)
    (hd : (N : ℝ) * d = β) :
    stepFactor e w d ≠ 1 ∧
    trapezoidFourier (greenG β e) d N w
      = d / 2 * ((stepFactor e w d + 1) / (stepFactor e w d - 1)) := by
  have hpow : ∀ j : ℕ, Complex.exp ((I * w - e) * (((j : ℝ) * d : ℝ) : ℂ))
      = stepFactor e w d ^ j := by
    intro j
    rw [stepFactor, ← Complex.exp_nat_mul]
    congr 1
    push_cast
    ring
  have hqN : stepFactor e w d ^ N = -((Real.exp (-(β * e)) : ℝ) : ℂ) := by
    rw [← hpow, hd, exp_beta e hw]
  have hE := Real.exp_pos (-(β * e))
  -- `q ^ N` is negative, so `q` cannot be one
  have hq : stepFactor e w d ≠ 1 := by
    intro h
    rw [h, one_pow] at hqN
    have h2 : (1 : ℝ) = -Real.exp (-(β * e)) := by exact_mod_cast hqN
    linarith
  refine ⟨hq, ?_⟩
  have hD : (1 + ((Real.exp (-(β * e)) : ℝ) : ℂ)) ≠ 0 := by
    have h : 1 + Real.exp (-(β * e)) ≠ 0 := by linarith
    exact_mod_cast h
  simp only [trapezoidFourier, integrand_eq, hpow]
  generalize stepFactor e w d = q at *
  generalize ((Real.exp (-(β * e)) : ℝ) : ℂ) = E at *
  -- the samples form a geometric series
  have hS : ∑ j ∈ Finset.range N, q ^ j = -(1 + E) / (q - 1) := by
    rw [eq_div_iff (sub_ne_zero.2 hq), geom_sum_mul, hqN]
    ring
  have hsum : ∑ j ∈ Finset.range N, (-(1 + E)⁻¹ * q ^ j + -(1 + E)⁻¹ * q ^ (j + 1)) / 2
      = -(1 + E)⁻¹ * (q + 1) / 2 * ∑ j ∈ Finset.range N, q ^ j := by
    rw [Finset.mul_sum]
    exact Finset.sum_congr rfl fun j _ => by ring
  rw [hsum, hS]
  linear_combination (d * (q + 1) / 2 * (q - 1)⁻¹) * mul_inv_cancel₀ hD
```

## (f) Aliasing

Let F be any real function, and let Wd = 2πm with m an integer. Show that

T(w + W) = T(w).

**Solution.** At the grid point τ = jd the shift multiplies the integrand by

exp(iWjd) = exp(2πi jm) = 1.

Every sample is unchanged, and so is the sum. Here w need not be fermionic, and the grid need not fill [0, β]. The code proves the equality of samples as `key`. When Nd = β, moving up by N fermionic frequencies is such a shift with m = 1.

```lean
/-- Aliasing: for any sampled function, a frequency shift `W` with `W d = 2π m`, `m` an integer,
leaves the trapezoidal transform unchanged. -/
theorem trapezoid_periodic (F : ℝ → ℝ) {d W : ℝ} (N : ℕ) (w : ℝ) (m : ℤ)
    (hW : W * d = 2 * Real.pi * m) :
    trapezoidFourier F d N (w + W) = trapezoidFourier F d N w := by
  have hW' : (W : ℂ) * d = 2 * Real.pi * m := by exact_mod_cast hW
  have key : ∀ j : ℕ, fourierIntegrand F (w + W) ((j : ℝ) * d)
      = fourierIntegrand F w ((j : ℝ) * d) := by
    intro j
    have h : I * ((w + W : ℝ) : ℂ) * (((j : ℝ) * d : ℝ) : ℂ)
        = I * w * (((j : ℝ) * d : ℝ) : ℂ) + (((j : ℤ) * m : ℤ) : ℂ) * (2 * Real.pi * I) := by
      push_cast
      linear_combination I * j * hW'
    rw [fourierIntegrand, h, Complex.exp_add, Complex.exp_int_mul_two_pi_mul_I, mul_one,
      fourierIntegrand]
  simp only [trapezoidFourier, key]
```

## (g) The exact integral

Show that at a fermionic frequency

∫₀^β exp(iwτ)G(τ) dτ = 1/(iw − e).

**Solution.** Integrate the exponential from (d), using (b) to divide and (c) at the upper limit:

−1/(1 + E) · (−E − 1)/(iw − e) = 1/(iw − e).

The code follows the same order, with `integral_exp_mul_complex` as the antiderivative step.

```lean
/-- The exact Matsubara transform of the Green's function at a fermionic frequency is
`1/(i w - e)`. -/
theorem exact_transform {β w : ℝ} (e : ℝ) (hw : IsFermionic β w) :
    ∫ τ in (0 : ℝ)..β, fourierIntegrand (greenG β e) w τ = 1 / (I * w - e) := by
  have hc := denominator_ne_zero e hw
  have hD : (1 + ((Real.exp (-(β * e)) : ℝ) : ℂ)) ≠ 0 := by
    have h : 1 + Real.exp (-(β * e)) ≠ 0 := by linarith [Real.exp_pos (-(β * e))]
    exact_mod_cast h
  simp only [integrand_eq]
  rw [intervalIntegral.integral_const_mul, integral_exp_mul_complex hc, exp_beta e hw,
    Complex.ofReal_zero, mul_zero, Complex.exp_zero]
  linear_combination (I * (w : ℂ) - e)⁻¹ * mul_inv_cancel₀ hD
```

## (h) The exact tail

Let w_n β = (2n + 1)π for n = 0, 1, 2, …. Show that as n → ∞

iw_n ∫₀^β exp(iw_n τ)G(τ) dτ → 1.

**Solution.** By (g) the left side is

iw_n/(iw_n − e) = 1/(1 + ie/w_n).

Since 1/w_n = (β/π)/(2n + 1) → 0, the limit is 1. In the code `hinv` is the limit of 1/w_n, and `hlim` carries it through the quotient.

```lean
/-- Along the fermionic frequencies `w n`, the exact transform has the tail `1/(i w)`:
`i w` times it tends to `1`. -/
theorem exact_tail {β : ℝ} (e : ℝ) {w : ℕ → ℝ}
    (hw : ∀ n : ℕ, w n * β = (2 * n + 1) * Real.pi) :
    Tendsto (fun n => I * (w n : ℂ) * ∫ τ in (0 : ℝ)..β, fourierIntegrand (greenG β e) (w n) τ)
      atTop (𝓝 1) := by
  have hf : ∀ n, IsFermionic β (w n) := fun n => ⟨n, by exact_mod_cast hw n⟩
  have hw0 : ∀ n, w n ≠ 0 := fun n => left_ne_zero_of_mul (fermionic_mul_ne_zero (hf n))
  have hbig : Tendsto (fun n : ℕ => 2 * (n : ℝ) + 1) atTop atTop :=
    tendsto_atTop_mono (fun n => by linarith [Nat.cast_nonneg (α := ℝ) n])
      tendsto_natCast_atTop_atTop
  have hinv : Tendsto (fun n => (w n)⁻¹) atTop (𝓝 0) := by
    have h := (tendsto_inv_atTop_zero.comp hbig).const_mul (β / Real.pi)
    rw [mul_zero] at h
    refine h.congr fun n => ?_
    have h1 : 2 * (n : ℝ) + 1 ≠ 0 := by positivity
    have h2 := Real.pi_ne_zero
    have h3 := hw0 n
    rw [Function.comp_apply, ← div_eq_mul_inv, div_div, inv_eq_one_div,
      div_eq_div_iff (mul_ne_zero h2 h1) h3]
    linear_combination hw n
  have hC : Tendsto (fun n => (((w n)⁻¹ : ℝ) : ℂ)) atTop (𝓝 ((0 : ℝ) : ℂ)) :=
    (Complex.continuous_ofReal.tendsto 0).comp hinv
  have hlim := ((hC.const_mul (I * (e : ℂ))).const_add 1).inv₀ (by simp)
  have hval : (1 + I * (e : ℂ) * ((0 : ℝ) : ℂ))⁻¹ = 1 := by simp
  rw [hval] at hlim
  refine hlim.congr fun n => ?_
  have hn : (w n : ℂ) ≠ 0 := by exact_mod_cast hw0 n
  have h : I * (w n : ℂ) - e = I * (w n : ℂ) * (1 + I * e * (w n : ℂ)⁻¹) := by
    linear_combination (-I ^ 2 * e) * mul_inv_cancel₀ hn - (e : ℂ) * Complex.I_sq
  rw [exact_transform e (hf n), h, one_div, mul_inv,
    mul_inv_cancel_left₀ (mul_ne_zero Complex.I_ne_zero hn), Complex.ofReal_inv]
```

## (i) The tail on a fixed grid

Keep N and d fixed with Nd = β, and take the same w_n. Show that for every real function F

iw_n T(w_n) does not tend to 1.

**Solution.** Suppose that it does. As in (e), N ≠ 0. From the definition of w_n,

(w_{kN} − w_0)d = 2πk,

so (f) gives T(w_{kN}) = T(w_0) for every k. Along n = kN the product is iw_{kN}T(w_0), and it still tends to 1. Its successive differences then tend to 0, but each of them equals

i(2πN/β)T(w_0).

Hence T(w_0) = 0. The product is then zero for every k and can't tend to 1.

The code calls the repetition `hT`, and in `h3` it uses the differences multiplied by β. For simulations that sample a real Green's function on a uniform grid, this concerns the plain trapezoidal rule, not schemes that add the tail analytically.

```lean
/-- On a fixed grid of `N` steps `d` filling `[0, β]`, the trapezoidal transform of any function
lacks the tail `1/(i w)`: along the fermionic frequencies, `i w` times it does not tend to `1`. -/
theorem trapezoid_tail_lost (F : ℝ → ℝ) {β d : ℝ} {N : ℕ} {w : ℕ → ℝ}
    (hd : (N : ℝ) * d = β) (hw : ∀ n : ℕ, w n * β = (2 * n + 1) * Real.pi) :
    ¬ Tendsto (fun n => I * (w n : ℂ) * trapezoidFourier F d N (w n)) atTop (𝓝 1) := by
  intro H
  have hN : N ≠ 0 := by
    rintro rfl
    have h := hw 0
    rw [← hd] at h
    norm_num at h
    exact Real.pi_ne_zero h.symm
  have hNR : (N : ℝ) ≠ 0 := by exact_mod_cast hN
  -- along multiples of `N` the transform repeats its first value
  have hT : ∀ k : ℕ, trapezoidFourier F d N (w (k * N)) = trapezoidFourier F d N (w 0) := by
    intro k
    have hW : (w (k * N) - w 0) * d = 2 * Real.pi * ((k : ℤ) : ℝ) := by
      apply mul_left_cancel₀ hNR
      have h1 := hw (k * N)
      have h0 := hw 0
      push_cast at h1 h0 ⊢
      linear_combination h1 - h0 + (w (k * N) - w 0) * hd
    have h := trapezoid_periodic F N (w 0) k hW
    rwa [add_sub_cancel] at h
  have hsub : Tendsto (fun k : ℕ => k * N) atTop atTop :=
    tendsto_atTop_mono (fun k => Nat.le_mul_of_pos_right k (Nat.pos_of_ne_zero hN)) tendsto_id
  have h1 : Tendsto (fun k : ℕ => I * (w (k * N) : ℂ) * trapezoidFourier F d N (w 0))
      atTop (𝓝 1) := (H.comp hsub).congr fun k => by rw [Function.comp_apply, hT k]
  -- successive differences are constant, which forces that value to vanish
  have h2 := ((h1.comp (tendsto_add_atTop_nat 1)).sub h1).mul_const (β : ℂ)
  have h3 : Tendsto (fun _ : ℕ => I * (2 * N * Real.pi) * trapezoidFourier F d N (w 0))
      atTop (𝓝 ((1 - 1) * (β : ℂ))) := by
    refine h2.congr fun k => ?_
    have ha : (w ((k + 1) * N) : ℂ) * β = (2 * (((k + 1) * N : ℕ) : ℂ) + 1) * Real.pi := by
      exact_mod_cast hw ((k + 1) * N)
    have hb : (w (k * N) : ℂ) * β = (2 * ((k * N : ℕ) : ℂ) + 1) * Real.pi := by
      exact_mod_cast hw (k * N)
    push_cast at ha hb
    simp only [Function.comp_apply]
    linear_combination I * trapezoidFourier F d N (w 0) * (ha - hb)
  have h4 := tendsto_nhds_unique tendsto_const_nhds h3
  rw [sub_self, zero_mul] at h4
  have hpi : (Real.pi : ℂ) ≠ 0 := by exact_mod_cast Real.pi_ne_zero
  have hNC : (N : ℂ) ≠ 0 := by exact_mod_cast hN
  have h5 : trapezoidFourier F d N (w 0) = 0 :=
    (mul_eq_zero.1 h4).resolve_left
      (mul_ne_zero Complex.I_ne_zero (mul_ne_zero (mul_ne_zero two_ne_zero hNC) hpi))
  simp only [h5, mul_zero] at h1
  exact zero_ne_one (tendsto_nhds_unique tendsto_const_nhds h1)
```

## (j) Refining the grid at one frequency

Fix a fermionic w and set d = β/N. Show that for the single level, as N → ∞,

T(w) → 1/(iw − e).

**Solution.** Write the result of (e) as

T(w) = [(q + 1)/2] / [(q − 1)/d].

As d → 0, q → 1, so the numerator tends to 1. The denominator is the difference quotient of exp((iw − e)t) at t = 0 and tends to iw − e, which is nonzero by (b).

In the code `hder` is this derivative, `hs` the limit of the difference quotient and `hq` the limit of q. The frequency is held fixed while N grows, so this does not contradict (i), where the grid is fixed and the frequency grows. The theorem gives no rate of convergence.

```lean
/-- At a fixed fermionic frequency, the trapezoidal transform of the Green's function converges
to `1/(i w - e)` as the number of intervals grows. -/
theorem trapezoid_tendsto {β w : ℝ} (e : ℝ) (hw : IsFermionic β w) :
    Tendsto (fun N : ℕ => trapezoidFourier (greenG β e) (β / N) N w) atTop
      (𝓝 (1 / (I * w - e))) := by
  have hc := denominator_ne_zero e hw
  have hβ : β ≠ 0 := right_ne_zero_of_mul (fermionic_mul_ne_zero hw)
  have h0 : Tendsto (fun N : ℕ => ((β / N : ℝ) : ℂ)) atTop (𝓝 ((0 : ℝ) : ℂ)) :=
    (Complex.continuous_ofReal.tendsto 0).comp (tendsto_const_div_atTop_nhds_zero_nat β)
  rw [Complex.ofReal_zero] at h0
  have h0' : Tendsto (fun N : ℕ => ((β / N : ℝ) : ℂ)) atTop (𝓝[≠] 0) := by
    refine tendsto_nhdsWithin_iff.2 ⟨h0, ?_⟩
    filter_upwards [eventually_gt_atTop 0] with N hN
    have h : β / (N : ℝ) ≠ 0 := div_ne_zero hβ (by exact_mod_cast hN.ne')
    exact Complex.ofReal_ne_zero.2 h
  -- `(q - 1) / d` tends to the derivative `i w - e`
  have hder : HasDerivAt (fun t : ℂ => Complex.exp ((I * w - e) * t)) (I * w - e) 0 := by
    have h := ((hasDerivAt_id (0 : ℂ)).const_mul (I * (w : ℂ) - e)).cexp
    simpa using h
  have hs := hder.tendsto_slope_zero.comp h0'
  have hq := hder.continuousAt.tendsto.comp h0
  have hlim := ((hq.add_const 1).div_const 2).div hs hc
  have hval : (Complex.exp ((I * w - e) * 0) + 1) / 2 / (I * (w : ℂ) - e)
      = 1 / (I * w - e) := by
    rw [mul_zero, Complex.exp_zero]
    norm_num
  rw [hval] at hlim
  refine hlim.congr' ?_
  filter_upwards [eventually_gt_atTop 0] with N hN
  have hNR : (N : ℝ) ≠ 0 := by exact_mod_cast hN.ne'
  have hNd : (N : ℝ) * (β / N) = β := by field_simp
  rw [(trapezoid_green e hw hNd).2]
  simp only [Pi.div_apply, Function.comp_apply, stepFactor, zero_add, mul_zero,
    Complex.exp_zero, smul_eq_mul]
  simp only [div_eq_mul_inv, mul_inv, inv_inv]
  ring

end

end MatsubaraTrapezoid
```

```lean
#print axioms MatsubaraTrapezoid.exact_tail
#print axioms MatsubaraTrapezoid.trapezoid_tail_lost
#print axioms MatsubaraTrapezoid.trapezoid_tendsto
```

```
'MatsubaraTrapezoid.exact_tail' depends on axioms: [propext, Classical.choice, Quot.sound]
'MatsubaraTrapezoid.trapezoid_tail_lost' depends on axioms: [propext, Classical.choice, Quot.sound]
'MatsubaraTrapezoid.trapezoid_tendsto' depends on axioms: [propext, Classical.choice, Quot.sound]
```
